# The Kato generator carries a moving projector along and transports its frame in parallel

Let $P(t)$ be the projector onto a group of states that changes with a real parameter $t$. The parameter may be time, a coordinate in the space of Hamiltonians, or one component of the crystal momentum. Write $D=\dot P$ for the velocity of the projector and $Q=1-P$ for the complementary projector. The **Kato generator** is

$$K = DP-PD=[D,P].$$

The letter $D$ is a plain derivative here, not a covariant one. No factor $i$ or $\hbar$ is included. In the convention $i\hbar\,\dot U=HU$, the generator $K$ corresponds to $H=i\hbar K$. A projector means an idempotent, $P^2=P$, which need not be self-adjoint. For an element $X$, the products $PXP$ and $QXQ$ are its diagonal blocks.

The physical problem is to follow the subspace as $t$ changes without adding any motion inside it. The projector fixes the subspace but not a basis in it, and this gauge freedom has to be settled by a rule. Parallel transport is the rule that the velocity of each basis vector has no component in the current subspace.

The algebraic claim holds in any ring. If $P^2=P$ and $D=PD+DP$, then $D$ has no diagonal blocks, and $K$ satisfies $[K,P]=D$ and has no diagonal blocks either. No other element has these two properties of $K$.

The dynamical claim concerns a differentiable family of idempotents in a real Banach algebra, and it assumes an invertible propagator $U(t)$ with $\dot U=KU$ and $U(0)=1$. Then

$$P(t)=U(t)P(0)U(t)^{-1},\qquad P(t)\,\frac{d}{dt}\bigl[U(t)P(0)\bigr]=0 .$$

## From idempotence to parallel transport

**The velocity is off-diagonal.** Differentiating $P^2=P$ gives $D=DP+PD$. Multiply by $P$ on both sides and use $P^2=P$:

$$PDP=P(PD+DP)P=PDP+PDP .$$

Subtracting $PDP$ leaves $PDP=0$. For the other block,

$$QDQ=D-(PD+DP)+PDP=0 .$$

**The commutator returns the velocity.** Expanding,

$$KP-PK=DP^2-PDP-PDP+P^2D=DP+PD=D .$$

**The generator is off-diagonal.** Since $P^2=P$ and $PQ=QP=0$,

$$PKP=PDP^2-P^2DP=0,\qquad QKQ=QD(PQ)-(QP)DQ=0 .$$

These two equations use only the idempotence of $P$, whatever $D$ is.

**The generator is unique.** Let $[X,P]=D$ with $PXP=QXQ=0$. Expanding $QXQ$ gives

$$X=QXQ+XP+PX-PXP=XP+PX .$$

On the other hand,

$$[D,P]=(XP-PX)P-P(XP-PX)=XP+PX-2PXP=XP+PX .$$

Hence $X=[D,P]=K$. The commutator condition alone would leave the diagonal blocks of $X$ free, and these blocks generate motion inside the two subspaces.

**The projector stands still in the co-moving frame.** Put $V=U^{-1}$. Differentiating $VU=1$ gives $\dot V=-V\dot UV=-VK$. Therefore

$$\frac{d}{dt}(VPU)=-VKPU+VDU+VPKU=V\bigl(D-[K,P]\bigr)U=0 .$$

The product $VPU$ keeps its initial value $P(0)$, so $P(t)=U(t)P(0)U(t)^{-1}$.

**The frame moves in parallel.** The last relation can be written $UP(0)=PU$. The velocity of $UP(0)$ is $KUP(0)$, and

$$P\,KUP(0)=PKP\,U=0 .$$

If $\psi(0)$ lies in the range of $P(0)$ and $\psi(t)=U(t)\psi(0)$, this says $P\dot\psi=0$. For a single normalised state and an orthogonal projector it is the familiar condition $\langle\psi|\dot\psi\rangle=0$.

## A rotating real two-level state

Take the state $(\cos t,\sin t)$, whose projector and velocity are

$$P=\begin{pmatrix}\cos^2t&\sin t\cos t\\ \sin t\cos t&\sin^2t\end{pmatrix},\qquad
D=\begin{pmatrix}-\sin2t&\cos2t\\ \cos2t&\sin2t\end{pmatrix}.$$

At the angle with $\cos t=3/5$ and $\sin t=4/5$,

$$P=\frac1{25}\begin{pmatrix}9&12\\12&16\end{pmatrix},\quad
D=\frac1{25}\begin{pmatrix}-24&-7\\-7&24\end{pmatrix},$$

$$DP=\frac1{25}\begin{pmatrix}-12&-16\\9&12\end{pmatrix},\quad
PD=\frac1{25}\begin{pmatrix}-12&9\\-16&12\end{pmatrix}.$$

The sum of the two products is $D$, as it must be. Their difference is

$$K=\begin{pmatrix}0&-1\\1&0\end{pmatrix}.$$

The same $K$ results at every $t$, so $U(t)$ is the rotation by $t$. The transported state $(3/5,4/5)$ has velocity $(-4/5,3/5)$, and $P$ sends this velocity to zero, since $9\cdot(-4)+12\cdot3=0$ and $12\cdot(-4)+16\cdot3=0$. At $t=\pi$ the projector has returned to its initial value while $U(\pi)=-1$. The state comes back with its sign reversed, which is a Berry phase of $\pi$.

## The algebra in an arbitrary ring

In Lean 4 with Mathlib:

```lean
import Mathlib

namespace KatoParallelTransport
```

The generator is defined for any two elements of a ring. The multiplication need not commute, and no matrix size or scalar field enters.

```lean
/-- The Kato generator `K = D P - P D` built from a projector `P` and its velocity `D`. -/
def katoGenerator {R : Type*} [Ring R] (P D : R) : R := D * P - P * D
```

In the algebraic theorems `P` and `D` are single ring elements: the projector and its velocity at one instant. The hypothesis `hP` is idempotence. The hypothesis `hD` is the relation that a derivative of projectors obeys; here it is assumed, and `projector_velocity` later derives it.

The first theorem states that both diagonal blocks of `D` vanish. Its `h2` is the sandwiched equation in which the block appears twice, and `add_left_cancel` removes one copy. There is no division by two, so the argument holds in every characteristic. The tactic `noncomm_ring` expands products while keeping the order of the factors.

```lean
section Algebra

variable {R : Type*} [Ring R] {P D : R}

/-- If `P` is idempotent and `D = P D + D P`, then `D` has no block inside the range of `P`
and no block inside the complementary range. -/
theorem velocity_off_diagonal (hP : P * P = P) (hD : D = P * D + D * P) :
    P * D * P = 0 ∧ (1 - P) * D * (1 - P) = 0 := by
  -- sandwiching the relation between projectors counts the block twice
  have h2 : P * D * P = P * D * P + P * D * P := by
    calc P * D * P = P * (P * D + D * P) * P := by rw [← hD]
      _ = (P * P) * D * P + P * D * (P * P) := by noncomm_ring
      _ = P * D * P + P * D * P := by rw [hP]
  have h0 : P * D * P = 0 :=
    add_left_cancel (a := P * D * P) (by rw [add_zero]; exact h2.symm)
  refine ⟨h0, ?_⟩
  calc (1 - P) * D * (1 - P) = D - (P * D + D * P) + P * D * P := by noncomm_ring
    _ = 0 := by rw [← hD, h0, sub_self, add_zero]
```

The next theorem is $[K,P]=D$. The proof expands the commutator, removes the two copies of $PDP$ by the previous result, and recognises the remainder as $D$.

```lean
/-- If `P` is idempotent and `D = P D + D P`, the commutator of the Kato generator with `P`
is the velocity: `K P - P K = D`. -/
theorem kato_commutator (hP : P * P = P) (hD : D = P * D + D * P) :
    katoGenerator P D * P - P * katoGenerator P D = D := by
  have h0 := (velocity_off_diagonal hP hD).1
  calc katoGenerator P D * P - P * katoGenerator P D
      = D * (P * P) + (P * P) * D - (P * D * P + P * D * P) := by
        unfold katoGenerator
        noncomm_ring
    _ = D * P + P * D := by rw [hP, h0, add_zero, sub_zero]
    _ = D := (add_comm _ _).trans hD.symm
```

The vanishing blocks of $K$ are stated for an arbitrary `D`, in agreement with the derivation above. In the outer block the factor $P-P^2$ appears in place of $PQ$ and $QP$, and it is zero by idempotence.

```lean
/-- For an idempotent `P`, the Kato generator has no block inside the range of `P` and no
block inside the complementary range. -/
theorem kato_off_diagonal (hP : P * P = P) (D : R) :
    P * katoGenerator P D * P = 0 ∧ (1 - P) * katoGenerator P D * (1 - P) = 0 := by
  constructor
  · calc P * katoGenerator P D * P = P * D * (P * P) - (P * P) * D * P := by
          unfold katoGenerator
          noncomm_ring
      _ = 0 := by rw [hP, sub_self]
  · calc (1 - P) * katoGenerator P D * (1 - P)
        = (1 - P) * D * (P - P * P) - (P - P * P) * D * (1 - P) := by
          unfold katoGenerator
          noncomm_ring
      _ = 0 := by rw [hP, sub_self, mul_zero, zero_mul, zero_mul, sub_zero]
```

Uniqueness takes an arbitrary `X` with the required commutator and no diagonal blocks. The relation $D=PD+DP$ is not among the hypotheses, because $D=[X,P]$ and $P^2=P$ already imply it. The step `subst hX` replaces `D` by that commutator, after which the calculation is the block decomposition of $X$ followed by the expansion of $[D,P]$.

```lean
/-- For an idempotent `P`, any `X` with `X P - P X = D` and with vanishing diagonal blocks
is the Kato generator. -/
theorem kato_unique {X : R} (hP : P * P = P) (hX : X * P - P * X = D)
    (hin : P * X * P = 0) (hout : (1 - P) * X * (1 - P) = 0) :
    X = katoGenerator P D := by
  subst hX
  calc X = (1 - P) * X * (1 - P) + (X * P + P * X) - P * X * P := by noncomm_ring
    _ = X * (P * P) + (P * P) * X - (P * X * P + P * X * P) := by
        rw [hout, hin, hP]
        abel
    _ = katoGenerator P (X * P - P * X) := by
        unfold katoGenerator
        noncomm_ring

end Algebra
```

The following theorem checks a concrete pair of real $2\times2$ matrices: idempotence, the velocity relation and the resulting generator. It is the rotating state at $t=0$, so the algebraic hypotheses admit a case with non-zero $K$. The proof compares the matrices entry by entry.

```lean
/-- The projector onto the first basis vector of a real two-level system, with the velocity
that mixes the two levels, meets the algebraic hypotheses; its Kato generator is the
generator of plane rotations. -/
theorem kato_witness :
    (!![1, 0; 0, 0] * !![1, 0; 0, 0] : Matrix (Fin 2) (Fin 2) ℝ) = !![1, 0; 0, 0] ∧
    (!![0, 1; 1, 0] : Matrix (Fin 2) (Fin 2) ℝ)
      = !![1, 0; 0, 0] * !![0, 1; 1, 0] + !![0, 1; 1, 0] * !![1, 0; 0, 0] ∧
    katoGenerator (!![1, 0; 0, 0] : Matrix (Fin 2) (Fin 2) ℝ) !![0, 1; 1, 0]
      = !![0, -1; 1, 0] := by
  refine ⟨?_, ?_, ?_⟩ <;> ext i j <;> fin_cases i <;> fin_cases j <;>
    simp [katoGenerator, Matrix.mul_apply, Fin.sum_univ_succ]
```

## Differentiable projectors and the propagator

The setting is now a normed algebra `A` over the real numbers. Complex matrices and bounded operators on a complex Banach space are included, since they also form real algebras. The family is a function `P : ℝ → A`, and `HasDerivAt P D t` says that it is differentiable at `t` with derivative `D`.

The theorem `projector_velocity` asks for idempotence at all parameter values but for differentiability only at the one considered. The product rule gives a derivative for the function $P^2$, which is the same function as $P$. A function has at most one derivative at a point, and the relation follows.

```lean
section Transport

variable {A : Type*} [NormedRing A] [NormedAlgebra ℝ A]

/-- The velocity `D` of a family of idempotents `P`, at a time where the family is
differentiable, satisfies `D = P D + D P`. -/
theorem projector_velocity {P : ℝ → A} {D : A} {t : ℝ} (hP : ∀ s, P s * P s = P s)
    (hD : HasDerivAt P D t) : D = P t * D + D * P t := by
  have h := hD.mul hD
  have e : P * P = P := funext hP
  rw [e] at h
  exact (hD.unique h).trans (add_comm _ _)
```

For the transport theorem the algebra is also complete, which serves the differentiation of the inverse. The propagator has type `ℝ → Aˣ`: its values are units, that is, invertible elements together with their inverses. The expression `(U t : A)` is the propagator as an element of the algebra, and `↑(U t)⁻¹` is its inverse there. The hypothesis `hU` is the equation of motion $\dot U=KU$ at every real $t$, and `h0` is the initial condition.

The existence of such a propagator is assumed. When $P$ is continuously differentiable, $K$ is continuous and the standard theory of linear differential equations supplies it. For orthogonal projectors $K$ is anti-Hermitian and $U$ is unitary, but the theorem requires neither.

The proof has three parts:

- `hV` is $\dot V=-VK$, obtained from the derivative of inversion and the chain rule.
- `hW` is the vanishing derivative of $VPU$. It combines the product rule with `kato_commutator`, whose velocity hypothesis comes from `projector_velocity`.
- `hconst` uses the fact that a function on the real line with zero derivative everywhere is constant, and compares the values at `t` and `0`.

Multiplying by $U$ and $U^{-1}$ then gives the stated relation.

```lean
variable [CompleteSpace A] {P D : ℝ → A} {U : ℝ → Aˣ}

/-- Let `P` be a differentiable family of idempotents with velocity `D`. An invertible
propagator with `U' = K U` and `U 0 = 1`, where `K` is the Kato generator, carries the initial
projector into the current one: `P t = U t * P 0 * (U t)⁻¹`. -/
theorem kato_transport (hP : ∀ t, P t * P t = P t) (hD : ∀ t, HasDerivAt P (D t) t)
    (hU : ∀ t, HasDerivAt (fun s => (U s : A)) (katoGenerator (P t) (D t) * (U t : A)) t)
    (h0 : U 0 = 1) (t : ℝ) :
    P t = (U t : A) * P 0 * (↑(U t)⁻¹ : A) := by
  -- the inverse propagator obeys the adjoint equation
  have hV : ∀ s, HasDerivAt (fun r => (↑(U r)⁻¹ : A))
      (-((↑(U s)⁻¹ : A) * katoGenerator (P s) (D s))) s := by
    intro s
    have h := (hasFDerivAt_ringInverse (𝕜 := ℝ) (U s)).comp_hasDerivAt s (hU s)
    have e : (Ring.inverse ∘ fun r => (U r : A)) = fun r => (↑(U r)⁻¹ : A) :=
      funext fun r => Ring.inverse_unit (U r)
    rw [e] at h
    refine h.congr_deriv ?_
    simp [mul_assoc]
  -- in the co-moving frame the projector stands still
  have hW : ∀ s, HasDerivAt (fun r => (↑(U r)⁻¹ : A) * P r * (U r : A)) 0 s := by
    intro s
    have hc := kato_commutator (hP s) (projector_velocity hP (hD s))
    refine (((hV s).fun_mul (hD s)).fun_mul (hU s)).congr_deriv ?_
    generalize katoGenerator (P s) (D s) = K at hc ⊢
    calc (-((↑(U s)⁻¹ : A) * K) * P s + (↑(U s)⁻¹ : A) * D s) * (U s : A)
          + (↑(U s)⁻¹ : A) * P s * (K * (U s : A))
        = (↑(U s)⁻¹ : A) * (D s - (K * P s - P s * K)) * (U s : A) := by noncomm_ring
      _ = 0 := by rw [hc, sub_self, mul_zero, zero_mul]
  have hconst : (↑(U t)⁻¹ : A) * P t * (U t : A) = P 0 := by
    have h := is_const_of_deriv_eq_zero (fun s => (hW s).differentiableAt)
      (fun s => (hW s).deriv) t 0
    simpa [h0] using h
  rw [← hconst]
  simp [mul_assoc]
```

The last theorem makes two statements under the same hypotheses: the element `U t * P 0` has the derivative $KUP(0)$, and `P t` annihilates that derivative. The word "frame" here means this algebra element, not a list of vectors. Acting on any basis of the range of $P(0)$, it produces the transported basis.

In the proof, `hi` is the intertwining relation $UP(0)=PU$, taken from the transport theorem. The final calculation moves $P(t)$ next to $K$ and applies $PKP=0$ from `kato_off_diagonal`.

```lean
/-- Let `P` be a differentiable family of idempotents with velocity `D`, and let `U` be an
invertible propagator with `U' = K U` and `U 0 = 1`, where `K` is the Kato generator. The
transported frame `U t * P 0` moves with velocity `K U P 0`, and this velocity has no component in
the range of the current projector. -/
theorem transported_frame_parallel (hP : ∀ t, P t * P t = P t)
    (hD : ∀ t, HasDerivAt P (D t) t)
    (hU : ∀ t, HasDerivAt (fun s => (U s : A)) (katoGenerator (P t) (D t) * (U t : A)) t)
    (h0 : U 0 = 1) (t : ℝ) :
    HasDerivAt (fun s => (U s : A) * P 0)
      (katoGenerator (P t) (D t) * (U t : A) * P 0) t ∧
    P t * (katoGenerator (P t) (D t) * (U t : A) * P 0) = 0 := by
  refine ⟨(hU t).mul_const (P 0), ?_⟩
  -- the frame lies in the range of the current projector
  have hi : (U t : A) * P 0 = P t * (U t : A) := by
    rw [kato_transport hP hD hU h0 t]
    simp [mul_assoc]
  calc P t * (katoGenerator (P t) (D t) * (U t : A) * P 0)
      = P t * katoGenerator (P t) (D t) * ((U t : A) * P 0) := by simp only [mul_assoc]
    _ = P t * katoGenerator (P t) (D t) * P t * (U t : A) := by
        rw [hi]
        simp only [mul_assoc]
    _ = 0 := by rw [(kato_off_diagonal (hP t) (D t)).1, zero_mul]

end Transport

end KatoParallelTransport
```

```lean
#print axioms KatoParallelTransport.kato_unique
-- 'KatoParallelTransport.kato_unique' depends on axioms: [propext]
#print axioms KatoParallelTransport.transported_frame_parallel
-- 'KatoParallelTransport.transported_frame_parallel' depends on axioms: [propext, Classical.choice, Quot.sound]
```

## Slow driving and isolated bands

Let $P(t)$ project onto a group of energy levels of a time-dependent Hamiltonian, separated from the other levels by a gap. Then $U$ moves this subspace as ideal adiabatic evolution does. It leaves out the motion that the Hamiltonian itself generates inside the subspace, which for a single level is the dynamical phase. The step from here to a real driven system is the adiabatic approximation: evolution under the actual Hamiltonian follows this subspace when the driving is slow compared with the gap that separates it from the other levels. That estimate needs the Hamiltonian and its spectrum, and neither appears in the hypotheses above.

In electronic structure, for non-interacting electrons in an isolated group of bands, $P$ can be the projector onto the cell-periodic Bloch states along a line in the Brillouin zone. The transported basis is then in the parallel-transport gauge, a common starting point for Wannier functions in one dimension. After one period, a reciprocal-lattice vector $G$, the cell-periodic parts of periodic Bloch functions differ from the initial ones by the factor $e^{-iG\cdot r}$. Even with this factor removed, the transported basis generally does not return to itself, and the remaining mismatch carries the Berry phases of the group, which need not be those of its separate bands.
